# A finite gauge group $G$ with $c$ conjugacy classes has $|G|^{LM}c$ flat link fields on the periodic $L$ by $M$ square lattice

A link field is represented here by two $G$-valued arrays on the sites, one for the vertical and one for the horizontal links, with row and column indices added cyclically. This keeps all $2LM$ links distinct even when a side of the lattice has length one or two, and the count then holds for every $L, M \ge 1$.

In Lean 4 with Mathlib:

```lean
import Mathlib

namespace FlatLatticeGaugeFields

variable {G H X : Type*} [Group G] [Group H]

/-- Links on a ring of `n + 1` sites obtained by the gauge transformation `g` from links that
are all `1` except the last, which is `k`. -/
def dress {n : ℕ} (g : Fin (n + 1) → H) (k : H) (j : Fin (n + 1)) : H :=
  g j * (if j = Fin.last n then k else 1) * (g (j + 1))⁻¹

/-- Away from the last link, the dressed link is a pure gauge. -/
theorem dress_castSucc {n : ℕ} (g : Fin (n + 1) → H) (k : H) (j : Fin n) :
    dress g k j.castSucc = g j.castSucc * (g j.succ)⁻¹ := by
  have h1 : j.castSucc ≠ Fin.last n := (Fin.castSucc_lt_last j).ne
  have h2 : j.castSucc + 1 = j.succ := Fin.coeSucc_eq_succ
  rw [dress, if_neg h1, h2, mul_one]

/-- The last dressed link closes the ring and carries `k`. -/
theorem dress_last {n : ℕ} (g : Fin (n + 1) → H) (k : H) :
    dress g k (Fin.last n) = g (Fin.last n) * k * (g 0)⁻¹ := by
  rw [dress, if_pos rfl, Fin.last_add_one]

/-- Gauge fixing on a ring: any links are a gauge transform, trivial at site `0`, of links that
are `1` except the last. -/
theorem exists_dress {n : ℕ} (h : Fin (n + 1) → H) :
    ∃ (g : Fin (n + 1) → H) (k : H), g 0 = 1 ∧ h = dress g k := by
  -- parallel transport from site 0
  obtain ⟨g, h0, hg⟩ : ∃ g : Fin (n + 1) → H, g 0 = 1 ∧
      ∀ j : Fin n, g j.succ = (h j.castSucc)⁻¹ * g j.castSucc :=
    ⟨fun j => Fin.induction (motive := fun _ => H) 1 (fun i a => (h i.castSucc)⁻¹ * a) j,
      rfl, fun j => rfl⟩
  refine ⟨g, (g (Fin.last n))⁻¹ * h (Fin.last n), h0, ?_⟩
  funext j
  refine Fin.lastCases ?_ (fun i => ?_) j
  · rw [dress_last, h0]; simp
  · rw [dress_castSucc, hg i]; simp

/-- The gauge fixing on a ring is unique. -/
theorem dress_unique {n : ℕ} {g g' : Fin (n + 1) → H} {k k' : H} (h0 : g 0 = 1)
    (h0' : g' 0 = 1) (he : dress g k = dress g' k') : g = g' ∧ k = k' := by
  have hg : g = g' := by
    funext j
    induction j using Fin.induction with
    | zero => rw [h0, h0']
    | succ i ih =>
      have e := congrFun he i.castSucc
      rw [dress_castSucc, dress_castSucc, ih] at e
      exact inv_injective (mul_left_cancel e)
  subst hg
  have e := congrFun he (Fin.last n)
  rw [dress_last, dress_last] at e
  exact ⟨rfl, mul_left_cancel (mul_right_cancel e)⟩

/-- The field `x` on a ring is covariantly constant for the links `h`: each value is the
transport of the next one. -/
def CovConst (ρ : H →* Equiv.Perm X) {n : ℕ} [NeZero n] (h : Fin n → H) (x : Fin n → X) : Prop :=
  ∀ j, x j = ρ (h j) (x (j + 1))

/-- The links and covariantly constant field built from a gauge transformation trivial at
site `0`, a holonomy, and a value fixed by that holonomy. -/
def assemble (ρ : H →* Equiv.Perm X) (n : ℕ)
    (q : {g : Fin (n + 1) → H // g 0 = 1} × {p : H × X // ρ p.1 p.2 = p.2}) :
    {p : (Fin (n + 1) → H) × (Fin (n + 1) → X) // CovConst ρ p.1 p.2} :=
  ⟨(dress q.1.1 q.2.1.1, fun j => ρ (q.1.1 j) q.2.1.2), by
    intro j
    have hc : ρ (if j = Fin.last n then q.2.1.1 else 1) q.2.1.2 = q.2.1.2 := by
      split_ifs
      · exact q.2.2
      · simp
    have e : ∀ (a b c : H) (x : X), ρ (a * b * c⁻¹) (ρ c x) = ρ a (ρ b x) := by
      intro a b c x
      simp
    exact ((e _ _ _ _).trans (congrArg _ hc)).symm⟩

/-- On a ring of `n + 1` sites, the pairs of links and covariantly constant field number
`|H| ^ n` times the pairs of a group element and a point it fixes. -/
theorem card_covConst (ρ : H →* Equiv.Perm X) (n : ℕ) :
    Nat.card {p : (Fin (n + 1) → H) × (Fin (n + 1) → X) // CovConst ρ p.1 p.2} =
      Nat.card H ^ n * Nat.card {p : H × X // ρ p.1 p.2 = p.2} := by
  have hbij : Function.Bijective (assemble ρ n) := by
    constructor
    · rintro ⟨⟨g, h0⟩, ⟨⟨k, x⟩, hk⟩⟩ ⟨⟨g', h0'⟩, ⟨⟨k', x'⟩, hk'⟩⟩ e
      have e1 : dress g k = dress g' k' := congrArg (fun p => p.1.1) e
      have e2 : ρ (g 0) x = ρ (g' 0) x' := congrArg (fun p => p.1.2 0) e
      obtain ⟨rfl, rfl⟩ := dress_unique h0 h0' e1
      obtain rfl : x = x' := (ρ (g 0)).injective e2
      rfl
    · rintro ⟨⟨h, x⟩, hx⟩
      obtain ⟨g, k, h0, rfl⟩ := exists_dress h
      have hx' : ∀ j, x j = ρ (dress g k j) (x (j + 1)) := hx
      -- the field is the transport of its value at site 0
      have key : ∀ j, x j = ρ (g j) (x 0) := by
        intro j
        induction j using Fin.induction with
        | zero => simp [h0]
        | succ i ih =>
          have e := hx' i.castSucc
          have h2 : i.castSucc + 1 = i.succ := Fin.coeSucc_eq_succ
          rw [h2, dress_castSucc, ih, map_mul, Equiv.Perm.mul_apply] at e
          have e' := (ρ (g i.castSucc)).injective e
          rw [e']
          simp
      -- closing the ring forces the holonomy to fix that value
      have e := hx' (Fin.last n)
      rw [Fin.last_add_one, dress_last, h0, inv_one, mul_one, key (Fin.last n), map_mul,
        Equiv.Perm.mul_apply] at e
      have hk := (ρ (g (Fin.last n))).injective e
      exact ⟨(⟨g, h0⟩, ⟨(k, x 0), hk.symm⟩),
        Subtype.ext (Prod.ext rfl (funext fun j => (key j).symm))⟩
  let E : {g : Fin (n + 1) → H // g 0 = 1} ≃ (Fin n → H) :=
    { toFun := fun g i => g.1 i.succ
      invFun := fun f => ⟨Fin.cons (α := fun _ => H) 1 f, rfl⟩
      left_inv := by
        rintro ⟨g, hg⟩
        apply Subtype.ext
        funext j
        refine Fin.cases ?_ (fun i => ?_) j
        · exact hg.symm
        · rfl
      right_inv := fun f => rfl }
  rw [← Nat.card_congr (Equiv.ofBijective _ hbij), Nat.card_prod, Nat.card_congr E]
  simp [Nat.card_fun]

/-- The action of a group on itself by conjugation. -/
def conjugation : G →* Equiv.Perm G where
  toFun g :=
    { toFun := fun x => g * x * g⁻¹
      invFun := fun x => g⁻¹ * x * g
      left_inv := fun x => by simp [mul_assoc]
      right_inv := fun x => by simp [mul_assoc] }
  map_one' := by ext x; simp
  map_mul' a b := by ext x; simp [mul_assoc]

/-- Gauge transformations of the links on a periodic row of `L` sites. -/
def rowGauge (L : ℕ) [NeZero L] : (Fin L → G) →* Equiv.Perm (Fin L → G) where
  toFun h :=
    { toFun := fun x i => h i * x i * (h (i + 1))⁻¹
      invFun := fun x i => (h i)⁻¹ * x i * h (i + 1)
      left_inv := fun x => by funext i; simp [mul_assoc]
      right_inv := fun x => by funext i; simp [mul_assoc] }
  map_one' := by ext x i; simp
  map_mul' a b := by ext x i; simp [mul_assoc]

/-- A link field on the periodic `L` by `M` lattice: vertical links `U.1 j i` and horizontal
links `U.2 j i` leaving the site in row `j` and column `i`. -/
abbrev LinkField (L M : ℕ) (G : Type*) := (Fin M → Fin L → G) × (Fin M → Fin L → G)

/-- The holonomy around the plaquette with lower left corner in row `j` and column `i`. -/
def plaquette {L M : ℕ} [NeZero L] [NeZero M] (U : LinkField L M G) (j : Fin M) (i : Fin L) : G :=
  U.2 j i * U.1 j (i + 1) * (U.2 (j + 1) i)⁻¹ * (U.1 j i)⁻¹

/-- On a periodic row of `n + 1` sites, the pairs of a gauge transformation and a link
configuration it leaves invariant number `|G| ^ (n + 1)` times the conjugacy classes. -/
theorem card_row_stabilized (n : ℕ) :
    Nat.card {p : (Fin (n + 1) → G) × (Fin (n + 1) → G) // rowGauge (n + 1) p.1 p.2 = p.2} =
      Nat.card G ^ (n + 1) * Nat.card (ConjClasses G) := by
  -- an invariant row makes the gauge transformation covariantly constant
  have e1 := Nat.card_congr (Equiv.subtypeEquiv (Equiv.prodComm (Fin (n + 1) → G) (Fin (n + 1) → G))
    (p := fun p => rowGauge (n + 1) p.1 p.2 = p.2)
    (q := fun p => CovConst conjugation p.1 p.2) (fun p => by
      rw [funext_iff]
      refine forall_congr' fun i => ?_
      change p.1 i * p.2 i * (p.1 (i + 1))⁻¹ = p.2 i ↔ p.1 i = p.2 i * p.1 (i + 1) * (p.2 i)⁻¹
      rw [mul_inv_eq_iff_eq_mul, eq_mul_inv_iff_mul_eq]))
  have e2 : Nat.card {p : G × G // conjugation p.1 p.2 = p.2} =
      Nat.card {p : G × G // Commute p.1 p.2} :=
    Nat.card_congr (Equiv.subtypeEquivRight fun p => mul_inv_eq_iff_eq_mul)
  rw [e1, card_covConst, e2, card_comm_eq_card_conjClasses_mul_card]
  ring

/-- For a finite group `G`, the link fields on the periodic `L` by `M` lattice with every
plaquette holonomy equal to `1` number `|G| ^ (L M)` times the conjugacy classes of `G`. -/
theorem card_flat [Fintype G] [DecidableEq G] (L M : ℕ) [NeZero L] [NeZero M] :
    Fintype.card {U : LinkField L M G // ∀ j i, plaquette U j i = 1} =
      Fintype.card G ^ (L * M) * Fintype.card (ConjClasses G) := by
  obtain ⟨n, rfl⟩ := Nat.exists_eq_succ_of_ne_zero (NeZero.ne L)
  obtain ⟨m, rfl⟩ := Nat.exists_eq_succ_of_ne_zero (NeZero.ne M)
  -- flatness: vertical links transport each row of horizontal links to its neighbour
  have e := Nat.card_congr (Equiv.subtypeEquivRight
    (p := fun U : LinkField (n + 1) (m + 1) G => ∀ j i, plaquette U j i = 1)
    (q := fun U => CovConst (rowGauge (n + 1)) U.1 U.2) (fun U => by
      refine forall_congr' fun j => ?_
      rw [funext_iff]
      refine forall_congr' fun i => ?_
      change U.2 j i * U.1 j (i + 1) * (U.2 (j + 1) i)⁻¹ * (U.1 j i)⁻¹ = 1 ↔
        U.2 j i = U.1 j i * U.2 (j + 1) i * (U.1 j (i + 1))⁻¹
      rw [mul_inv_eq_one, mul_inv_eq_iff_eq_mul, eq_mul_inv_iff_mul_eq]))
  have hH : Nat.card (Fin (n + 1) → G) = Nat.card G ^ (n + 1) := by simp
  rw [card_covConst, card_row_stabilized, hH] at e
  simp only [Nat.card_eq_fintype_card] at e
  refine e.trans ?_
  simp only [Nat.succ_eq_add_one]
  ring

/-- The number of flat link fields equals `|G| ^ (L M + 1)` exactly when the gauge group is
abelian. -/
theorem card_flat_eq_pow_iff [Fintype G] [DecidableEq G] (L M : ℕ) [NeZero L] [NeZero M] :
    Fintype.card {U : LinkField L M G // ∀ j i, plaquette U j i = 1} =
      Fintype.card G ^ (L * M + 1) ↔ ∀ a b : G, a * b = b * a := by
  have hs : Function.Surjective (ConjClasses.mk : G → ConjClasses G) := ConjClasses.exists_rep
  rw [card_flat, pow_succ]
  constructor
  · intro h a b
    have hk : Fintype.card (ConjClasses G) = Fintype.card G :=
      Nat.eq_of_mul_eq_mul_left (pow_pos Fintype.card_pos _) h
    -- as many classes as elements: every class is a single element
    have hb := (Fintype.bijective_iff_surjective_and_card _).2 ⟨hs, hk.symm⟩
    have e : ConjClasses.mk b = ConjClasses.mk (a * b * a⁻¹) :=
      ConjClasses.mk_eq_mk_iff_isConj.2 (isConj_iff.2 ⟨a, rfl⟩)
    exact (eq_mul_inv_iff_mul_eq.1 (hb.1 e)).symm
  · intro h
    have hi : Function.Injective (ConjClasses.mk : G → ConjClasses G) := by
      intro x y e
      obtain ⟨c, hc⟩ := isConj_iff.1 (ConjClasses.mk_eq_mk_iff_isConj.1 e)
      rw [← hc, h c x, mul_inv_cancel_right]
    rw [Fintype.card_of_bijective ⟨hi, hs⟩]

end FlatLatticeGaugeFields
```

```lean
#print axioms FlatLatticeGaugeFields.card_flat
#print axioms FlatLatticeGaugeFields.card_flat_eq_pow_iff
```

```
'FlatLatticeGaugeFields.card_flat' depends on axioms: [propext, Classical.choice, Quot.sound]
'FlatLatticeGaugeFields.card_flat_eq_pow_iff' depends on axioms: [propext, Classical.choice, Quot.sound]
```

## Flat fields on the torus

In `LinkField L M G`, the first component `U.1 j i` is the vertical link leaving the site in row $j$ and column $i$, and `U.2 j i` is the horizontal link leaving the same site. Write them as $v_{j,i}$ and $u_{j,i}$. The type `Fin M` supplies row indices modulo $M$, and `Fin L` supplies column indices modulo $L$. The `NeZero` hypotheses say that both sides have positive length.

The plaquette holonomy is the ordered product

$$P_{j,i}=u_{j,i}\,v_{j,i+1}\,u_{j+1,i}^{-1}\,v_{j,i}^{-1}.$$

The path goes right, up, left and down, with group elements written from left to right along it. A field is flat when $P_{j,i}=1$ for all $j,i$, which is the lattice form of vanishing field strength. The holonomies around the two periodic directions may still be nontrivial.

The theorem `card_flat` states that the number of flat fields is $|G|^{LM}c$, where $c$ is the cardinality of `ConjClasses G`. It counts configurations, so gauge-equivalent fields are counted separately. The group is finite and the lattice two-dimensional; there is no matter field and no Boltzmann weight.

For a lattice simulation with a finite gauge group and a Wilson action built from a faithful unitary representation, this is the number of minimum-action configurations on the two-dimensional periodic lattice. It gives a small exhaustive enumeration something to be compared with: the group $\mathbb Z_2$ on a $2$ by $2$ lattice has $2^4\cdot 2=32$ flat fields.

## Gauge fixing on a ring

The derivation uses one counting rule twice. Take a ring of $n+1$ sites, numbered $0,\dots,n$, with links $h_j$ in a group $H$. A gauge transformation $g$ changes a link $a_j$ into $g_j a_j g_{j+1}^{-1}$.

Any links can be obtained in this way from links that are $1$ except for the last, which is some $k\in H$. To find $g$, set

$$g_0=1,\qquad g_{j+1}=h_j^{-1}g_j\quad(0\le j<n),\qquad k=g_n^{-1}h_n.$$

Then $h_j=g_jg_{j+1}^{-1}$ for $j<n$, and $h_n=g_nkg_0^{-1}$. The condition $g_0=1$ and these equations determine $g$ site by site and then determine $k$, so the representation is unique. When $n=0$ there is a single link, and it equals $k$.

In the file, `dress g k` is the transformed configuration, and `dress_castSucc` and `dress_last` give its two kinds of link. The theorem `exists_dress` carries out the recursion with `Fin.induction`, and `dress_unique` uses induction along the ring followed by cancellation at the last link.

## Fields that are covariantly constant

Now let $H$ act on a set $X$ through a homomorphism $\rho$ into the permutations of $X$. A field $x_j\in X$ is covariantly constant when

$$x_j=\rho(h_j)x_{j+1}$$

for every $j$, including the closing step from site $n$ to site $0$. This is the predicate `CovConst`.

Insert the gauge-fixed form of the links. For $j<n$ the condition becomes

$$\rho(g_j)^{-1}x_j=\rho(g_{j+1})^{-1}x_{j+1},$$

so $x_j=\rho(g_j)x_0$ at every site. The last link then gives

$$\rho(g_n)x_0=x_n=\rho(g_nk)x_0,$$

and therefore $\rho(k)x_0=x_0$. Conversely, any $g$ with $g_0=1$ and any pair $(k,x_0)$ with $\rho(k)x_0=x_0$ produce links and a covariantly constant field. There are $|H|^n$ choices of $g$, so for finite $H$ and $X$

$$\#\{(h,x)\text{ covariantly constant}\}=|H|^n\,\#\{(k,x_0):\rho(k)x_0=x_0\}.$$

The function `assemble` is the converse construction, and `card_covConst` proves that it is a bijection. Injectivity comes from `dress_unique`. In the surjectivity part, the step named `key` is the transport formula $x_j=\rho(g_j)x_0$, and the lines after it close the ring. The equivalence `E` removes the fixed value at site $0$, leaving $n$ free group elements.

## From the torus to commuting pairs

Solving $P_{j,i}=1$ for the lower horizontal link gives

$$u_{j,i}=v_{j,i}\,u_{j+1,i}\,v_{j,i+1}^{-1}.$$

The right-hand side is the row $u_{j+1}$ after a one-dimensional gauge transformation by the row $v_j$. A flat field is thus a covariantly constant field on a ring of $M$ sites, where each site carries a whole row of horizontal links. Here $H=G^L$, $X=G^L$, and the action is `rowGauge`. The counting rule gives

$$N_{\text{flat}}=|G|^{L(M-1)}\,\#\{(h,u): h_iu_ih_{i+1}^{-1}=u_i\text{ for all }i\}.$$

The remaining condition can be read the other way round:

$$h_i=u_i\,h_{i+1}\,u_i^{-1}.$$

Now $h$ is a covariantly constant field on a ring of $L$ sites, $u$ supplies the links, and $G$ acts on itself by conjugation. A second use of the rule leaves $|G|^{L-1}$ times the number of pairs $(a,b)$ with $aba^{-1}=b$, that is, commuting pairs.

For fixed $b$, the elements commuting with it number $|G|$ divided by the size of the conjugacy class of $b$. Summing over one class gives $|G|$, and summing over all classes gives $|G|c$ commuting pairs. Hence

$$N_{\text{flat}}=|G|^{L(M-1)}\cdot|G|^{L-1}\cdot|G|c=|G|^{LM}c.$$

For $L=M=1$ both powers in front are $1$, and the flat fields are the commuting pairs themselves.

The theorem `card_row_stabilized` contains the second use of the rule. It exchanges the two components with `Equiv.prodComm`, so that the former gauge transformation becomes the field, and takes the number of commuting pairs from Mathlib's `card_comm_eq_card_conjClasses_mul_card`. The proof of `card_flat` writes $L=n+1$ and $M=m+1$, rearranges the plaquette equation into `CovConst (rowGauge (n + 1)) U.1 U.2`, and multiplies the factors. In both places the `change` step displays the link equation, and the rewrites after it move inverses across the equality.

## When the count is a pure power of $|G|$

The theorem `card_flat_eq_pow_iff` states that $N_{\text{flat}}=|G|^{LM+1}$ exactly when $G$ is abelian. By the count, the equality means $c=|G|$. The map sending an element to its class is surjective, so equal cardinalities make it injective. Since $b$ and $aba^{-1}$ lie in the same class, they are then equal, and $ab=ba$. If $G$ is abelian, every class has one element and $c=|G|$.

The abelian exponent also follows from counting constraints. There are $2LM$ links and $LM$ plaquette conditions, but the product of all plaquettes is automatically $1$, so one condition is redundant. The other $LM-1$ are independent: multiplying a link by a group element changes the plaquettes on its two sides by inverse factors, and moving such factors from plaquette to plaquette reaches every set of plaquette values with product $1$. For abelian $G$ the map from links to plaquette values is a homomorphism, so each of these $|G|^{LM-1}$ sets of values occurs equally often, which leaves $|G|^{2LM-(LM-1)}=|G|^{LM+1}$ flat fields. For a nonabelian group $c<|G|$, and there are fewer flat fields than this power.

## The same argument in three dimensions

On a periodic $L\times M\times N$ lattice, a flat field is a covariantly constant ring of $N$ flat layers, with the links between layers acting as gauge transformations. Applying the ring rule once in each direction gives

$$|G|^{LMN-1}\,\#\{(a,b,d)\in G^3: a,b,d\text{ commute pairwise}\}$$

flat fields. This extension is only sketched here; the file treats the two-dimensional lattice.
